# A particle in a one-dimensional hard-wall box of length $L$ has mean kinetic energy at least $\hbar^2\pi^2/(2mL^2)$

## A particle between two walls

A particle of mass $m>0$ moves on a line between impenetrable walls at $a$ and $b$, with $a<b$ and $L=b-a$. Its wavefunction $\psi$ vanishes at both walls and is normalised, $\int_a^b|\psi|^2\,dx=1$. Its mean kinetic energy, the expectation value in the state $\psi$, is
$$T=\frac{\hbar^2}{2m}\int_a^b|\psi'|^2\,dx .$$
How small can $T$ be? Confinement forces $\psi$ to rise from zero and return to it within the length $L$, and this requires a slope.

Most of the work concerns a real function $f$, which need not be normalised. We take $f$ to be continuous on $[a,b]$ and differentiable inside, with a derivative that extends continuously to the walls.

## The confinement bound and its Lean form

For every such real $f$ with $f(a)=f(b)=0$,
$$\int_a^b f'^2\,dx\;\ge\;\Big(\frac{\pi}{L}\Big)^2\int_a^b f^2\,dx .$$
This is `wirtinger_bound`. Wirtinger's name is also attached to an inequality for periodic functions of zero mean; the condition here is vanishing at the walls.

The structure `IsBoxState a b f f'` holds the assumptions on $f$. Despite its name, it requires neither normalisation nor an energy eigenstate. The derivative `f'` is a separate function, tied to `f` by `HasDerivAt` on the open interval `Ioo a b` only. A wavefunction continued by zero beyond the walls is therefore admitted, although it may have a kink there. The values may be real or complex.

On the box $[0,L]$, `half_wave_attains` states that $\sin(\pi x/L)$ gives equality, and `eq_half_wave_of_equality` that every real $f$ giving equality is a multiple of it. For normalised complex $\psi$, `kinetic_energy_bound` gives $T\ge\hbar^2\pi^2/(2mL^2)$, where `hbar` may be any real number and `hnorm` is the normalisation.

In quantum mechanics this value is the ground-state energy of one particle in a one-dimensional box with no potential inside. A normalised trial function for that problem, if it meets the smoothness and wall conditions, cannot have a lower mean energy. The model is an idealisation: among other simplifications, it replaces the finite barriers of a real well, into which the wavefunction leaks, by exact zeros at the walls.

## Completing the square with a tangent

Let $w$ be continuously differentiable on $[a,b]$. Since $f$ vanishes at the walls,
$$0=\big[wf^2\big]_a^b=\int_a^b\big(w'f^2+2wff'\big)\,dx .$$
Adding this zero to $\int f'^2$ and using $f'^2+2wff'=(f'+wf)^2-w^2f^2$ gives
$$\int_a^b f'^2\,dx=\int_a^b(f'+wf)^2\,dx+\int_a^b(w'-w^2)f^2\,dx .$$

Let $c_0=(a+b)/2$ be the midpoint, and choose $w=\kappa\tan(\kappa(x-c_0))$ with $0\le\kappa<\pi/L$. On the closed box $|\kappa(x-c_0)|\le\kappa L/2<\pi/2$, so $w$ is smooth there. Moreover
$$w'-w^2=\kappa^2(1+\tan^2)-\kappa^2\tan^2=\kappa^2 .$$
Dropping the non-negative square leaves $\int f'^2\ge\kappa^2\int f^2$. Both integrals are independent of $\kappa$, so letting $\kappa$ increase to $\pi/L$ gives the bound.

Suppose that one sets $\kappa=\pi/L$ at the start. The tangent then diverges at both walls, and the boundary term $wf^2$ becomes a product of an infinite and a vanishing factor, which needs its own limit argument. In Lean the continuity hypothesis `hw` would fail.

## Why only the half wave gives equality

If $f$ also vanishes at the midpoint, the bound applies to each half, of length $L/2$. Adding the two results gives
$$\int_a^b f'^2\,dx\ge\Big(\frac{2\pi}{L}\Big)^2\int_a^b f^2\,dx .$$

Now take the box $[0,L]$ and set $k=\pi/L$, $s(x)=\sin(kx)$. Because $s''=-k^2s$, we have $(fs')'=f's'-k^2fs$. Integrating, with $f=0$ at the walls, gives
$$\int_0^L f's'\,dx=k^2\int_0^L fs\,dx .$$
The choice $f=s$ shows that the half wave attains equality.

Suppose that $f$ attains equality too. Let $c=f(L/2)$ and $g=f-cs$. Since $s(L/2)=1$, $g$ vanishes at the midpoint. Expanding the square,
$$\int g'^2=\int f'^2-2c\int f's'+c^2\int s'^2=k^2\Big(\int f^2-2c\int fs+c^2\int s^2\Big)=k^2\int g^2 .$$
The midpoint node gives $\int g'^2\ge4k^2\int g^2$. Hence $\int g^2=0$, and by continuity $g=0$, so $f=cs$.

## From real functions to a complex wavefunction

Write $\psi=u+iv$ with $u,v$ real. Both vanish at the walls, and $|\psi|^2=u^2+v^2$, $|\psi'|^2=u'^2+v'^2$. Adding the bounds for $u$ and $v$ gives
$$\int_a^b|\psi'|^2\,dx\ge\Big(\frac{\pi}{L}\Big)^2\int_a^b|\psi|^2\,dx=\Big(\frac{\pi}{L}\Big)^2 .$$
Multiplication by $\hbar^2/(2m)$ gives the energy bound.

## The Lean source

```lean
import Mathlib

open Real Set MeasureTheory Topology

namespace BoxConfinement

/-- A wavefunction `f` with derivative `f'` in the box `[a, b]`: both are continuous on the
closed box, `f'` is the derivative of `f` inside, and `f` vanishes at the two walls. -/
structure IsBoxState {E : Type*} [NormedAddCommGroup E] [NormedSpace ℝ E]
    (a b : ℝ) (f f' : ℝ → E) : Prop where
  cont : ContinuousOn f (Icc a b)
  deriv : ∀ x ∈ Ioo a b, HasDerivAt f (f' x) x
  contDeriv : ContinuousOn f' (Icc a b)
  left : f a = 0
  right : f b = 0

variable {a b L : ℝ} {f f' : ℝ → ℝ}

/-- Superpotential identity: for `a ≤ b`, a real box state and a continuously differentiable `w`,
the integral of `f'^2` is that of the square `(f' + w f)^2` plus that of `(w' - w^2) f^2`. -/
theorem superpotential_identity {w w' : ℝ → ℝ} (hab : a ≤ b) (h : IsBoxState a b f f')
    (hw : ContinuousOn w (Icc a b)) (hw' : ContinuousOn w' (Icc a b))
    (hd : ∀ x ∈ Ioo a b, HasDerivAt w (w' x) x) :
    ∫ x in a..b, f' x ^ 2 =
      (∫ x in a..b, (f' x + w x * f x) ^ 2) + ∫ x in a..b, (w' x - w x ^ 2) * f x ^ 2 := by
  have hf := h.cont
  have hf' := h.contDeriv
  have hi {u : ℝ → ℝ} (hu : ContinuousOn u (Icc a b)) : IntervalIntegrable u volume a b :=
    hu.intervalIntegrable_of_Icc hab
  -- the total derivative of `w f^2` integrates to zero
  have hG : ∫ x in a..b, (w' x * f x ^ 2 + w x * (2 * f x * f' x)) = 0 := by
    have hc : ContinuousOn (fun x => w x * f x ^ 2) (Icc a b) := hw.mul (hf.pow 2)
    have hD : ∀ x ∈ Ioo a b, HasDerivAt (fun x => w x * f x ^ 2)
        (w' x * f x ^ 2 + w x * (2 * f x * f' x)) x := by
      intro x hx
      refine ((hd x hx).fun_mul ((h.deriv x hx).fun_pow 2)).congr_deriv ?_
      norm_num
    rw [intervalIntegral.integral_eq_sub_of_hasDerivAt_of_le hab hc hD (hi (by fun_prop))]
    simp [h.left, h.right]
  rw [← add_zero (∫ x in a..b, f' x ^ 2), ← hG, ← intervalIntegral.integral_add,
    ← intervalIntegral.integral_add]
  · congr 1
    ext x
    ring
  all_goals exact hi (by fun_prop)

/-- For `a < b` and every wavenumber `κ ≥ 0` with `κ (b - a) < π`, a real box state has
`∫ f'^2 ≥ κ^2 ∫ f^2`. -/
theorem subcritical_bound {κ : ℝ} (hab : a < b) (h : IsBoxState a b f f')
    (hκ0 : 0 ≤ κ) (hκ : κ * (b - a) < π) :
    κ ^ 2 * ∫ x in a..b, f x ^ 2 ≤ ∫ x in a..b, f' x ^ 2 := by
  have hcos : ∀ x ∈ Icc a b, Real.cos (κ * (x - (a + b) / 2)) ≠ 0 := fun x hx =>
    (Real.cos_pos_of_mem_Ioo
      ⟨by nlinarith [mul_nonneg hκ0 (sub_nonneg.2 hx.1)],
        by nlinarith [mul_nonneg hκ0 (sub_nonneg.2 hx.2)]⟩).ne'
  have hT : ∀ x ∈ Icc a b, HasDerivAt (fun y => Real.tan (κ * (y - (a + b) / 2)))
      (κ * (1 + Real.tan (κ * (x - (a + b) / 2)) ^ 2)) x := by
    intro x hx
    have h1 : HasDerivAt (fun y => κ * (y - (a + b) / 2)) κ x := by
      simpa using ((hasDerivAt_id x).sub_const ((a + b) / 2)).const_mul κ
    refine ((Real.hasDerivAt_tan (hcos x hx)).comp x h1).congr_deriv ?_
    rw [← Real.inv_one_add_tan_sq (hcos x hx), one_div, inv_inv, mul_comm]
  have htc : ContinuousOn (fun y => Real.tan (κ * (y - (a + b) / 2))) (Icc a b) :=
    fun x hx => (hT x hx).continuousAt.continuousWithinAt
  -- the superpotential `κ tan` solves the Riccati equation `w' - w^2 = κ^2`
  have key := superpotential_identity hab.le h (continuousOn_const.mul htc)
    (continuousOn_const.mul (continuousOn_const.mul (continuousOn_const.add (htc.pow 2))))
    (fun x hx => (hT x (Ioo_subset_Icc_self hx)).const_mul κ)
  have hpot : ∫ x in a..b, (κ * (κ * (1 + Real.tan (κ * (x - (a + b) / 2)) ^ 2))
      - (κ * Real.tan (κ * (x - (a + b) / 2))) ^ 2) * f x ^ 2
      = κ ^ 2 * ∫ x in a..b, f x ^ 2 := by
    rw [← intervalIntegral.integral_const_mul]
    congr 1
    ext x
    ring
  rw [key, ← hpot]
  exact le_add_of_nonneg_left
    (intervalIntegral.integral_nonneg hab.le fun x _ => sq_nonneg _)

/-- Wirtinger confinement bound: a real box state on a box of length `b - a > 0` has
`∫ f'^2 ≥ (π / (b - a))^2 ∫ f^2`. -/
theorem wirtinger_bound (hab : a < b) (h : IsBoxState a b f f') :
    (π / (b - a)) ^ 2 * ∫ x in a..b, f x ^ 2 ≤ ∫ x in a..b, f' x ^ 2 := by
  have hK : 0 < π / (b - a) := div_pos Real.pi_pos (sub_pos.2 hab)
  have hc : Continuous fun κ : ℝ => κ ^ 2 * ∫ x in a..b, f x ^ 2 := by fun_prop
  -- let the wavenumber increase to its critical value
  refine le_of_tendsto ((hc.tendsto (π / (b - a))).mono_left
    (nhdsWithin_le_nhds (s := Iio (π / (b - a))))) ?_
  filter_upwards [Ioo_mem_nhdsLT hK] with κ hκ
  exact subcritical_bound hab h hκ.1.le ((lt_div_iff₀ (sub_pos.2 hab)).1 hκ.2)

/-- For `a < b`, a real box state with a node at the midpoint of the box satisfies the bound with
the doubled wavenumber `2π / (b - a)`. -/
theorem midpoint_node_bound (hab : a < b) (h : IsBoxState a b f f')
    (hmid : f ((a + b) / 2) = 0) :
    (2 * π / (b - a)) ^ 2 * ∫ x in a..b, f x ^ 2 ≤ ∫ x in a..b, f' x ^ 2 := by
  have h1 : a < (a + b) / 2 := by linarith
  have h2 : (a + b) / 2 < b := by linarith
  have s1 : Icc a ((a + b) / 2) ⊆ Icc a b := fun x hx => ⟨hx.1, hx.2.trans h2.le⟩
  have s2 : Icc ((a + b) / 2) b ⊆ Icc a b := fun x hx => ⟨h1.le.trans hx.1, hx.2⟩
  have w1 := wirtinger_bound h1 (f := f) (f' := f') ⟨h.cont.mono s1,
    fun x hx => h.deriv x ⟨hx.1, hx.2.trans h2⟩, h.contDeriv.mono s1, h.left, hmid⟩
  have w2 := wirtinger_bound h2 (f := f) (f' := f') ⟨h.cont.mono s2,
    fun x hx => h.deriv x ⟨h1.trans hx.1, hx.2⟩, h.contDeriv.mono s2, hmid, h.right⟩
  rw [show (a + b) / 2 - a = (b - a) / 2 by ring, div_div_eq_mul_div, mul_comm π 2] at w1
  rw [show b - (a + b) / 2 = (b - a) / 2 by ring, div_div_eq_mul_div, mul_comm π 2] at w2
  have split {u : ℝ → ℝ} (hu : ContinuousOn u (Icc a b)) :
      (∫ x in a..(a + b) / 2, u x ^ 2) + ∫ x in (a + b) / 2..b, u x ^ 2
        = ∫ x in a..b, u x ^ 2 :=
    intervalIntegral.integral_add_adjacent_intervals
      (((hu.mono s1).pow 2).intervalIntegrable_of_Icc h1.le)
      (((hu.mono s2).pow 2).intervalIntegrable_of_Icc h2.le)
  rw [← split h.cont, ← split h.contDeriv, mul_add]
  exact add_le_add w1 w2

/-- Weak Schrödinger equation of a sine wave: tested against any real box state `f` with `a ≤ b`,
the wave `sin (k x)` satisfies `∫ f' (sin (k x))' = k^2 ∫ f sin (k x)`. -/
theorem sine_weak_equation (hab : a ≤ b) (h : IsBoxState a b f f') (k : ℝ) :
    ∫ x in a..b, f' x * (k * Real.cos (k * x)) =
      k ^ 2 * ∫ x in a..b, f x * Real.sin (k * x) := by
  have hf := h.cont
  have hf' := h.contDeriv
  have hi {u : ℝ → ℝ} (hu : ContinuousOn u (Icc a b)) : IntervalIntegrable u volume a b :=
    hu.intervalIntegrable_of_Icc hab
  have hc : ContinuousOn (fun x => f x * (k * Real.cos (k * x))) (Icc a b) := by fun_prop
  have hD : ∀ x ∈ Ioo a b, HasDerivAt (fun x => f x * (k * Real.cos (k * x)))
      (f' x * (k * Real.cos (k * x)) - k ^ 2 * (f x * Real.sin (k * x))) x := by
    intro x hx
    have h1 : HasDerivAt (fun y => k * y) k x := by
      simpa using (hasDerivAt_id x).const_mul k
    refine ((h.deriv x hx).fun_mul (h1.cos.const_mul k)).congr_deriv ?_
    ring
  rw [← sub_eq_zero, ← intervalIntegral.integral_const_mul, ← intervalIntegral.integral_sub]
  · rw [intervalIntegral.integral_eq_sub_of_hasDerivAt_of_le hab hc hD (hi (by fun_prop))]
    simp [h.left, h.right]
  all_goals exact hi (by fun_prop)

/-- For `L > 0` the half wave `sin (π x / L)` is a box state on `[0, L]` and attains equality in
the confinement bound. -/
theorem half_wave_attains (hL : 0 < L) :
    IsBoxState 0 L (fun x => Real.sin (π / L * x)) (fun x => π / L * Real.cos (π / L * x)) ∧
    ∫ x in (0 : ℝ)..L, (π / L * Real.cos (π / L * x)) ^ 2 =
      (π / L) ^ 2 * ∫ x in (0 : ℝ)..L, Real.sin (π / L * x) ^ 2 := by
  have hs : IsBoxState 0 L (fun x => Real.sin (π / L * x))
      (fun x => π / L * Real.cos (π / L * x)) := by
    refine ⟨by fun_prop, fun x _ => ?_, by fun_prop, by simp, ?_⟩
    · have h1 : HasDerivAt (fun y => π / L * y) (π / L) x := by
        simpa using (hasDerivAt_id x).const_mul (π / L)
      exact h1.sin.congr_deriv (mul_comm _ _)
    · simp [hL.ne']
  exact ⟨hs, by simpa only [pow_two] using sine_weak_equation hL.le hs (π / L)⟩

/-- Uniqueness: for `L > 0`, a real box state on `[0, L]` that attains equality in the
confinement bound is a multiple of `sin (π x / L)`. -/
theorem eq_half_wave_of_equality (hL : 0 < L) (h : IsBoxState 0 L f f')
    (heq : ∫ x in (0 : ℝ)..L, f' x ^ 2 = (π / L) ^ 2 * ∫ x in (0 : ℝ)..L, f x ^ 2) :
    ∃ c : ℝ, ∀ x ∈ Icc 0 L, f x = c * Real.sin (π / L * x) := by
  obtain ⟨hs, es⟩ := half_wave_attains hL
  have wf := sine_weak_equation hL.le h (π / L)
  have hmid : Real.sin (π / L * ((0 + L) / 2)) = 1 := by
    have hx : π / L * ((0 + L) / 2) = π / 2 := by
      rw [zero_add]
      field_simp
    rw [hx, Real.sin_pi_div_two]
  obtain ⟨c, hc⟩ : ∃ c, c = f ((0 + L) / 2) := ⟨_, rfl⟩
  -- subtract the half wave that matches `f` at the midpoint
  have hg : IsBoxState 0 L (fun x => f x - c * Real.sin (π / L * x))
      (fun x => f' x - c * (π / L * Real.cos (π / L * x))) :=
    ⟨h.cont.sub (continuousOn_const.mul hs.cont),
      fun x hx => (h.deriv x hx).fun_sub ((hs.deriv x hx).const_mul c),
      h.contDeriv.sub (continuousOn_const.mul hs.contDeriv),
      by simp [h.left], by simp [h.right, hL.ne']⟩
  have hn := midpoint_node_bound hL hg (by rw [hmid, hc]; ring)
  have expand (u v : ℝ → ℝ) (hu : ContinuousOn u (Icc 0 L)) (hv : ContinuousOn v (Icc 0 L)) :
      ∫ x in (0 : ℝ)..L, (u x - c * v x) ^ 2 = (∫ x in (0 : ℝ)..L, u x ^ 2)
        - 2 * c * (∫ x in (0 : ℝ)..L, u x * v x) + c ^ 2 * ∫ x in (0 : ℝ)..L, v x ^ 2 := by
    rw [← intervalIntegral.integral_const_mul, ← intervalIntegral.integral_const_mul,
      ← intervalIntegral.integral_sub, ← intervalIntegral.integral_add]
    · congr 1
      ext x
      ring
    all_goals exact ContinuousOn.intervalIntegrable_of_Icc hL.le (by fun_prop)
  have e1 := expand _ _ h.cont hs.cont
  have e2 := expand _ _ h.contDeriv hs.contDeriv
  -- the difference attains equality as well, but has a node
  have hge : ∫ x in (0 : ℝ)..L, (f' x - c * (π / L * Real.cos (π / L * x))) ^ 2 =
      (π / L) ^ 2 * ∫ x in (0 : ℝ)..L, (f x - c * Real.sin (π / L * x)) ^ 2 := by
    rw [e1, e2]
    linear_combination heq - 2 * c * wf + c ^ 2 * es
  refine ⟨c, fun x hx => ?_⟩
  by_contra hne
  have hJ : 0 < ∫ x in (0 : ℝ)..L, (f x - c * Real.sin (π / L * x)) ^ 2 :=
    intervalIntegral.integral_pos hL (hg.cont.pow 2) (fun _ _ => sq_nonneg _)
      ⟨x, hx, lt_of_le_of_ne (sq_nonneg _) (pow_ne_zero 2 (sub_ne_zero.2 hne)).symm⟩
  have hk : 0 < (π / L) ^ 2 := by positivity
  rw [hge, sub_zero, mul_div_assoc, mul_pow] at hn
  nlinarith [mul_pos hk hJ]

/-- A normalised complex box state of a particle of mass `m > 0`, vanishing at the walls of a box of
length `b - a > 0`, has kinetic energy at least `ħ^2 π^2 / (2 m (b - a)^2)`. -/
theorem kinetic_energy_bound {ψ ψ' : ℝ → ℂ} {m : ℝ} (hbar : ℝ) (hm : 0 < m) (hab : a < b)
    (h : IsBoxState a b ψ ψ') (hnorm : ∫ x in a..b, ‖ψ x‖ ^ 2 = 1) :
    hbar ^ 2 * π ^ 2 / (2 * m * (b - a) ^ 2) ≤
      hbar ^ 2 / (2 * m) * ∫ x in a..b, ‖ψ' x‖ ^ 2 := by
  -- real and imaginary parts are box states
  have part (T : ℂ →L[ℝ] ℝ) : IsBoxState a b (fun x => T (ψ x)) (fun x => T (ψ' x)) :=
    ⟨T.continuous.comp_continuousOn h.cont,
      fun x hx => T.hasFDerivAt.comp_hasDerivAt x (h.deriv x hx),
      T.continuous.comp_continuousOn h.contDeriv, by simp [h.left], by simp [h.right]⟩
  have hsum (φ : ℝ → ℂ) (hφ : ContinuousOn φ (Icc a b)) : ∫ x in a..b, ‖φ x‖ ^ 2 =
      (∫ x in a..b, (φ x).re ^ 2) + ∫ x in a..b, (φ x).im ^ 2 := by
    rw [← intervalIntegral.integral_add]
    · congr 1
      ext x
      rw [Complex.sq_norm, Complex.normSq_apply]
      ring
    · exact ((Complex.continuous_re.comp_continuousOn hφ).pow 2).intervalIntegrable_of_Icc hab.le
    · exact ((Complex.continuous_im.comp_continuousOn hφ).pow 2).intervalIntegrable_of_Icc hab.le
  have key : (π / (b - a)) ^ 2 ≤ ∫ x in a..b, ‖ψ' x‖ ^ 2 := by
    rw [← mul_one ((π / (b - a)) ^ 2), ← hnorm, hsum ψ h.cont, hsum ψ' h.contDeriv, mul_add]
    exact add_le_add (wirtinger_bound hab (part Complex.reCLM))
      (wirtinger_bound hab (part Complex.imCLM))
  calc hbar ^ 2 * π ^ 2 / (2 * m * (b - a) ^ 2)
      = hbar ^ 2 / (2 * m) * (π / (b - a)) ^ 2 := by rw [div_pow, div_mul_div_comm]
    _ ≤ _ := mul_le_mul_of_nonneg_left key (by positivity)

end BoxConfinement
```

```lean
#print axioms BoxConfinement.eq_half_wave_of_equality
#print axioms BoxConfinement.kinetic_energy_bound
```

```
'BoxConfinement.eq_half_wave_of_equality' depends on axioms: [propext, Classical.choice, Quot.sound]
'BoxConfinement.kinetic_energy_bound' depends on axioms: [propext, Classical.choice, Quot.sound]
```

## The lemmas behind the bound

In `superpotential_identity`, the step `hG` is the vanishing boundary term. It uses a form of the fundamental theorem of calculus that needs the derivative only inside the interval. The zero is then added to the left side, and `ring` checks the completed square pointwise.

In `subcritical_bound`, `hcos` shows that the cosine has no zero on the closed box, `hT` differentiates the tangent, and `hpot` evaluates $w'-w^2$ as $\kappa^2$. The limit is taken in `wirtinger_bound` by `le_of_tendsto`, with $\kappa$ approaching its critical value from below.

`midpoint_node_bound` restricts the box state to each half, applies the bound twice and joins the integrals with `split`. `sine_weak_equation` is the integration by parts against $\sin(kx)$, for any real $k$; `half_wave_attains` applies it to the half wave itself.

In `eq_half_wave_of_equality`, `hg` establishes that $g$ is a box state and `expand` multiplies out the squares. The `linear_combination` line combines the equality for $f$, the weak equation and the equality for $s$ with coefficients $1$, $-2c$ and $c^2$, as in the expansion above. If $g$ were nonzero at some point, `hJ` would make $\int g^2$ positive, which contradicts the node bound `hn`.

In `kinetic_energy_bound`, `part` turns the real and imaginary parts into real box states, and `hsum` splits the squared modulus. The closing `calc` restores the factor $\hbar^2/(2m)$.
